# Transition probabilities of a two-level system with constant Hamiltonian are at most one

A two-level system has a constant Hamiltonian H with real diagonal energies −D/2 and D/2 and real off-diagonal element W/2, in units with ħ = 1. The lemma says that, at every real time t, each entry of the matrix exp(−itH) has squared modulus at most one. These are the probabilities of passing from one basis state to another, or of staying in the same one. The proof first shows that the generator −itH is anti-Hermitian, so that the propagator times its adjoint is exp(−itH) exp(itH), which is the identity. The propagator is therefore unitary, and the entries of a unitary matrix have modulus at most one.

As first written in Lean, the proof fails:

```lean
import Mathlib

open Complex (I)

namespace FirstOrderBreakdown

noncomputable section

/-- The two-level Hamiltonian with diagonal energies `-D/2` and `D/2` and off-diagonal element
`W/2`, in units with ħ = 1. -/
def hamiltonian (D W : ℝ) : Matrix (Fin 2) (Fin 2) ℂ :=
  !![-(D : ℂ) / 2, (W : ℂ) / 2; (W : ℂ) / 2, (D : ℂ) / 2]

/-- The exact time-evolution operator `exp(-itH)`. -/
def propagator (D W t : ℝ) : Matrix (Fin 2) (Fin 2) ℂ :=
  NormedSpace.exp (t • ((-I) • hamiltonian D W))

/-- Every exact transition probability is at most one. -/
theorem exact_probability_le_one (D W t : ℝ) (i j : Fin 2) :
    ‖propagator D W t i j‖ ^ 2 ≤ 1 := by
  have hA : (t • ((-I) • hamiltonian D W)).conjTranspose
      = -(t • ((-I) • hamiltonian D W)) := by
    ext a b
    fin_cases a <;> fin_cases b <;> simp [hamiltonian, Matrix.conjTranspose_apply]
  -- the generator is anti-Hermitian, so its exponential is unitary
  have hU : propagator D W t ∈ Matrix.unitaryGroup (Fin 2) ℂ := by
    rw [Matrix.mem_unitaryGroup_iff, Matrix.star_eq_conjTranspose, propagator,
      ← Matrix.exp_conjTranspose, hA,
      ← Matrix.exp_add_of_commute _ _ (Commute.refl _).neg_right, add_neg_cancel,
      NormedSpace.exp_zero]
  exact pow_le_one₀ (norm_nonneg _) (entry_norm_bound_of_unitary hU i j)

end

end FirstOrderBreakdown
```

Compiling this gives:

```
Main.lean:29:38: error(lean.synthInstanceFailed): failed to synthesize instance of type class
  HasDistribNeg (Matrix ?m.846 ?m.846 ?m.847)

Hint: Type class instance resolution failures can be inspected with the `set_option trace.Meta.synthInstance true` command.
```

Lean accepts the file once it reads:

```diff
@@ -25,7 +25,9 @@
   -- the generator is anti-Hermitian, so its exponential is unitary
   have hU : propagator D W t ∈ Matrix.unitaryGroup (Fin 2) ℂ := by
+    have hcomm : Commute (t • ((-I) • hamiltonian D W)) (-(t • ((-I) • hamiltonian D W))) :=
+      (Commute.refl (t • ((-I) • hamiltonian D W))).neg_right
     rw [Matrix.mem_unitaryGroup_iff, Matrix.star_eq_conjTranspose, propagator,
       ← Matrix.exp_conjTranspose, hA,
-      ← Matrix.exp_add_of_commute _ _ (Commute.refl _).neg_right, add_neg_cancel,
+      ← Matrix.exp_add_of_commute _ _ hcomm, add_neg_cancel,
       NormedSpace.exp_zero]
   exact pow_le_one₀ (norm_nonneg _) (entry_norm_bound_of_unitary hU i j)
```

The error is at `(Commute.refl _).neg_right`, which is meant to show that the generator commutes with its negative. That fact is true, but Lean elaborates the term given to `rw` before matching it against the goal, and the underscores don't say which matrix is meant. `neg_right` needs a `HasDistribNeg` instance, which says how negation behaves under multiplication. Lean has to find it for `Matrix ?m.846 ?m.846 ?m.847`, where both the index type and the entry type are still unknown, and the search fails.

The repair proves the fact beforehand as `hcomm`, with the generator written out in its statement and in `Commute.refl`. The matrix is now known to be 2×2 with complex entries, so the instance can be found. Passing `hcomm` to `Matrix.exp_add_of_commute` also settles the two remaining underscores, and the rewrite goes through.
